# The Christoffel–Darboux identity for a semi-infinite chain

Let $p_n$ and $q_n$ be amplitudes on sites $n=0,1,2,\dots$ of a chain with real site energies $a_n$ and real hoppings $b_{n+1}$ between sites $n$ and $n+1$. If they solve

$$b_{n+1}f_{n+1}=(E-a_n)f_n-b_nf_{n-1},\qquad b_0=0,$$

at complex energies $E_1$ and $E_2$ respectively, then for every $N\ge 0$

$$(E_1-E_2)\sum_{n=0}^{N}p_nq_n=b_{N+1}\,(p_{N+1}q_N-p_Nq_{N+1}).$$

The recursion method of electronic structure starts from a chosen orbital and brings the part of a non-interacting Hamiltonian reached from it to this chain form, with one orbital per site; the chain may also end after finitely many sites. For $E_1\neq E_2$ the identity reduces the sum $\sum p_nq_n$ over the first $N+1$ sites to a term on one bond.

```lean
import Mathlib

open Polynomial
open scoped ComplexConjugate

namespace RecursionChristoffelDarboux

noncomputable section
```

`IsRecursionSolution a b E f` says that `f` solves the recursion at energy `E`. Its field `start` is the equation at site 0, where the missing left neighbour encodes $b_0=0$; the value `b 0` is never used. The field `step` is the equation at site $n+1$. Neither normalisation nor decay along the chain is required.

```lean
/-- Amplitudes `f n` on a semi-infinite chain with real site energies `a n` and real hoppings
`b (n+1)` between sites `n` and `n+1`, solving the three-term recursion at complex energy `E`.
The end site `0` has no left neighbour. -/
structure IsRecursionSolution (a b : ℕ → ℝ) (E : ℂ) (f : ℕ → ℂ) : Prop where
  start : (b 1 : ℂ) * f 1 = (E - (a 0 : ℂ)) * f 0
  step : ∀ n, (b (n + 2) : ℂ) * f (n + 2)
    = (E - (a (n + 1) : ℂ)) * f (n + 1) - (b (n + 1) : ℂ) * f n
```

The polynomials $P_n$, `recPoly a b n` in Lean, are the solution with $P_0=1$, written in the energy variable $x$. Their definition divides by the hoppings, so parts (f) to (i) assume $b_{n+1}\neq0$ for all $n$: no bond is cut. Parts (a) to (e) do not need this.

```lean
/-- The recursion polynomials in the energy variable, normalised to `1` on the end site. -/
def recPoly (a b : ℕ → ℝ) : ℕ → ℝ[X]
  | 0 => 1
  | 1 => C ((b 1)⁻¹) * (X - C (a 0))
  | n + 2 => C ((b (n + 2))⁻¹) *
      ((X - C (a (n + 1))) * recPoly a b (n + 1) - C (b (n + 1)) * recPoly a b n)
```

**(a) Prove the identity.**

Use induction on $N$. For $N=0$, the end-site equations give
$$b_1(p_1q_0-p_0q_1)=(E_1-a_0)p_0q_0-(E_2-a_0)p_0q_0=(E_1-E_2)p_0q_0.$$
At site $N+1$, multiply the equation for $p$ by $q_{N+1}$, the one for $q$ by $p_{N+1}$, and subtract. The site energy cancels:
$$b_{N+2}(p_{N+2}q_{N+1}-p_{N+1}q_{N+2})=(E_1-E_2)p_{N+1}q_{N+1}+b_{N+1}(p_{N+1}q_N-p_Nq_{N+1}).$$
By the induction hypothesis the last term is the sum up to $N$ times $E_1-E_2$. Each `linear_combination` names these same multipliers.

```lean
/-- **Christoffel-Darboux identity**: the bilinear overlap (no complex conjugate) of two solutions
on sites `0` to `N`, times their energy difference, equals a boundary term on the bond between `N`
and `N+1`. -/
theorem christoffel_darboux {a b : ℕ → ℝ} {E₁ E₂ : ℂ} {p q : ℕ → ℂ}
    (hp : IsRecursionSolution a b E₁ p) (hq : IsRecursionSolution a b E₂ q) (N : ℕ) :
    (E₁ - E₂) * ∑ n ∈ Finset.range (N + 1), p n * q n
      = (b (N + 1) : ℂ) * (p (N + 1) * q N - p N * q (N + 1)) := by
  induction N with
  | zero =>
    simp only [zero_add, Finset.sum_range_one]
    linear_combination (-(q 0)) * hp.start + p 0 * hq.start
  | succ N ih =>
    -- the site energy cancels, and the old boundary term is absorbed
    rw [Finset.sum_range_succ, mul_add, ih]
    change _ = (b (N + 2) : ℂ) * (p (N + 2) * q (N + 1) - p (N + 1) * q (N + 2))
    linear_combination (-(q (N + 1))) * hp.step N + p (N + 1) * hq.step N
```

**(b) Show that solutions at different energies, both vanishing on site $N+1$, have zero overlap on sites $0$ to $N$.**

The right side of (a) is zero, and $E_1-E_2\neq0$ can be divided out. The overlap $\sum p_nq_n$ contains no complex conjugate; for real amplitudes it is the usual inner product.

```lean
/-- Two solutions at different energies that both vanish on site `N+1` have zero bilinear
overlap on sites `0` to `N`. -/
theorem orthogonal_of_vanishing {a b : ℕ → ℝ} {E₁ E₂ : ℂ} {p q : ℕ → ℂ}
    (hp : IsRecursionSolution a b E₁ p) (hq : IsRecursionSolution a b E₂ q) (N : ℕ)
    (hE : E₁ ≠ E₂) (hpN : p (N + 1) = 0) (hqN : q (N + 1) = 0) :
    ∑ n ∈ Finset.range (N + 1), p n * q n = 0 := by
  have h := christoffel_darboux hp hq N
  rw [hpN, hqN, zero_mul, mul_zero, sub_zero, mul_zero] at h
  exact (mul_eq_zero.mp h).resolve_left (sub_ne_zero.mpr hE)
```

**(c) Show that conjugation turns a solution at $E$ into one at $\bar E$.**

Conjugate both equations. Since $a_n$ and $b_n$ are real, only $E$ and the amplitudes change. In Lean, `congrArg` applies the conjugation and `simpa` distributes it.

```lean
/-- The complex conjugate of a solution at energy `E` is a solution at the conjugate energy. -/
theorem IsRecursionSolution.conj_solution {a b : ℕ → ℝ} {E : ℂ} {p : ℕ → ℂ}
    (hp : IsRecursionSolution a b E p) :
    IsRecursionSolution a b (conj E) (fun n => conj (p n)) := by
  constructor
  · have h := congrArg (starRingEnd ℂ) hp.start
    simpa only [map_mul, map_sub, Complex.conj_ofReal] using h
  · intro n
    have h := congrArg (starRingEnd ℂ) (hp.step n)
    simpa only [map_mul, map_sub, Complex.conj_ofReal] using h
```

**(d) Relate $\operatorname{Im}E$ to the weight on sites $0$ to $N$.**

Put $q_n=\bar p_n$ and $E_2=\bar E$ in (a):
$$2i\,\operatorname{Im}E\sum_{n=0}^N|p_n|^2=b_{N+1}(p_{N+1}\bar p_N-p_N\bar p_{N+1})=2i\,b_{N+1}\operatorname{Im}(p_{N+1}\bar p_N).$$
Divide by $2i$. The code takes imaginary parts and halves; `Complex.normSq` is $|p_n|^2$.

```lean
/-- The imaginary part of the energy times the total weight on sites `0` to `N` equals the hopping
between `N` and `N+1` times the imaginary part of the product of the amplitude on `N+1` with the
complex conjugate of the amplitude on `N`. -/
theorem im_energy_mul_weight {a b : ℕ → ℝ} {E : ℂ} {p : ℕ → ℂ}
    (hp : IsRecursionSolution a b E p) (N : ℕ) :
    E.im * ∑ n ∈ Finset.range (N + 1), Complex.normSq (p n)
      = b (N + 1) * (p (N + 1) * conj (p N)).im := by
  have hs : ∑ n ∈ Finset.range (N + 1), p n * conj (p n)
      = ((∑ n ∈ Finset.range (N + 1), Complex.normSq (p n) : ℝ) : ℂ) := by
    rw [Complex.ofReal_sum]
    exact Finset.sum_congr rfl (fun n _ => Complex.mul_conj (p n))
  -- pair the solution with its own conjugate
  have cd := christoffel_darboux hp hp.conj_solution N
  beta_reduce at cd
  rw [hs] at cd
  have him := congrArg Complex.im cd
  simp only [Complex.mul_im, Complex.mul_re, Complex.sub_im, Complex.sub_re, Complex.conj_re,
    Complex.conj_im, Complex.ofReal_re, Complex.ofReal_im] at him ⊢
  linear_combination him / 2
```

**(e) Show that $E$ is real if $p_0\neq0$ and $p_{N+1}=0$.**

The condition $p_{N+1}=0$ is a hard wall after site $N$. It makes the right side of (d) zero, while the weight is at least $|p_0|^2>0$. Hence $\operatorname{Im}E=0$.

```lean
/-- If a solution is non-zero on the end site and vanishes on site `N+1`, its energy is real. -/
theorem energy_real_of_vanishing {a b : ℕ → ℝ} {E : ℂ} {p : ℕ → ℂ}
    (hp : IsRecursionSolution a b E p) (N : ℕ) (h0 : p 0 ≠ 0) (hN : p (N + 1) = 0) :
    E.im = 0 := by
  have h := im_energy_mul_weight hp N
  rw [hN, zero_mul, Complex.zero_im, mul_zero] at h
  have hpos : 0 < ∑ n ∈ Finset.range (N + 1), Complex.normSq (p n) :=
    Finset.sum_pos' (fun n _ => Complex.normSq_nonneg (p n))
      ⟨0, by simp, Complex.normSq_pos.mpr h0⟩
  exact (mul_eq_zero.mp h).resolve_right hpos.ne'
```

**(f) Show that the $P_n$ satisfy the recursion as polynomials.**

Multiply the definition of $P_{n+1}$ by $b_{n+1}$ and use $b_{n+1}b_{n+1}^{-1}=1$, which is `hC` for constant polynomials.

```lean
/-- For non-zero hoppings the recursion polynomials satisfy the three-term recursion as
polynomials in the energy. -/
theorem recPoly_recurrence (a b : ℕ → ℝ) (hb : ∀ n, b (n + 1) ≠ 0) :
    C (b 1) * recPoly a b 1 = (X - C (a 0)) * recPoly a b 0 ∧
    ∀ n, C (b (n + 2)) * recPoly a b (n + 2)
      = (X - C (a (n + 1))) * recPoly a b (n + 1) - C (b (n + 1)) * recPoly a b n := by
  have hC : ∀ r : ℝ, r ≠ 0 → C r * C (r⁻¹) = (1 : ℝ[X]) := by
    intro r hr
    rw [← C_mul, mul_inv_cancel₀ hr, C_1]
  constructor
  · simp only [recPoly]
    linear_combination (X - C (a 0)) * hC (b 1) (hb 0)
  · intro n
    rw [recPoly]
    linear_combination ((X - C (a (n + 1))) * recPoly a b (n + 1)
      - C (b (n + 1)) * recPoly a b n) * hC (b (n + 2)) (hb (n + 1))
```

**(g) Show that $P_n(E)$ solves the chain at every complex $E$.**

Evaluate (f) at $x=E$. Evaluation, `aeval E`, respects sums and products, so both equations carry over. Solutions with $p_0=1$ therefore exist at every energy.

```lean
/-- For non-zero hoppings the recursion polynomials, evaluated at any complex energy, solve
the chain recursion at that energy. -/
theorem isRecursionSolution_witness (a b : ℕ → ℝ) (hb : ∀ n, b (n + 1) ≠ 0) (E : ℂ) :
    IsRecursionSolution a b E (fun n => aeval E (recPoly a b n)) := by
  constructor
  · have h := congrArg (aeval E) (recPoly_recurrence a b hb).1
    simpa only [map_mul, map_sub, aeval_C, aeval_X, Complex.coe_algebraMap] using h
  · intro n
    have h := congrArg (aeval E) ((recPoly_recurrence a b hb).2 n)
    simpa only [map_mul, map_sub, aeval_C, aeval_X, Complex.coe_algebraMap] using h
```

**(h) Find the equal-energy form of the identity.**

With a prime for $d/dx$, the claim is
$$\sum_{n=0}^{N}P_n^2=b_{N+1}(P_{N+1}'P_N-P_N'P_{N+1}).$$
For $N=0$, differentiating $b_1P_1=(x-a_0)P_0$ gives $b_1P_1'=P_0+(x-a_0)P_0'$, hence $b_1(P_1'P_0-P_0'P_1)=P_0^2$. For the induction step, differentiate the recursion:
$$b_{N+2}P_{N+2}'=P_{N+1}+(x-a_{N+1})P_{N+1}'-b_{N+1}P_N'.$$
Multiply this by $P_{N+1}$ and subtract $P_{N+1}'$ times the original recursion:
$$b_{N+2}(P_{N+2}'P_{N+1}-P_{N+1}'P_{N+2})=P_{N+1}^2+b_{N+1}(P_{N+1}'P_N-P_N'P_{N+1}).$$
The induction hypothesis replaces the last term by the sum up to $N$. In the code, `d` is the differentiated recursion.

```lean
/-- **Confluent Christoffel-Darboux identity**: for non-zero hoppings, the sum of squared recursion
polynomials of index `0` to `N` is a boundary term built from the polynomials of index `N` and `N+1`
and their energy derivatives. -/
theorem christoffel_darboux_confluent (a b : ℕ → ℝ) (hb : ∀ n, b (n + 1) ≠ 0) (N : ℕ) :
    ∑ n ∈ Finset.range (N + 1), recPoly a b n ^ 2
      = C (b (N + 1)) * (derivative (recPoly a b (N + 1)) * recPoly a b N
          - derivative (recPoly a b N) * recPoly a b (N + 1)) := by
  obtain ⟨h1, h2⟩ := recPoly_recurrence a b hb
  induction N with
  | zero =>
    have d := congrArg derivative h1
    simp only [derivative_mul, derivative_sub, derivative_C, derivative_X, zero_mul, zero_add,
      sub_zero, one_mul] at d
    simp only [zero_add, Finset.sum_range_one]
    linear_combination (-(recPoly a b 0)) * d + derivative (recPoly a b 0) * h1
  | succ N ih =>
    -- differentiate the recursion with respect to the energy
    have d := congrArg derivative (h2 N)
    simp only [derivative_mul, derivative_sub, derivative_C, derivative_X, zero_mul, zero_add,
      sub_zero, one_mul] at d
    rw [Finset.sum_range_succ, ih]
    change _ = C (b (N + 2)) * (derivative (recPoly a b (N + 2)) * recPoly a b (N + 1)
      - derivative (recPoly a b (N + 1)) * recPoly a b (N + 2))
    linear_combination (-(recPoly a b (N + 1))) * d + derivative (recPoly a b (N + 1)) * h2 N
```

**(i) Show that every real zero of $P_{N+1}$ is simple.**

If $P_{N+1}(E)=P_{N+1}'(E)=0$ at a real $E$, the right side of (h) vanishes there. The left side is at least $P_0(E)^2=1$, a contradiction. Lean states simplicity as a non-zero derivative at the zero.

```lean
/-- For non-zero hoppings, the energy derivative of the recursion polynomial of index `N+1`
does not vanish at any of its real zeros. -/
theorem recPoly_simple_zero (a b : ℕ → ℝ) (hb : ∀ n, b (n + 1) ≠ 0) (N : ℕ) (E : ℝ)
    (hE : (recPoly a b (N + 1)).eval E = 0) :
    (derivative (recPoly a b (N + 1))).eval E ≠ 0 := by
  intro hd
  have h := congrArg (eval E) (christoffel_darboux_confluent a b hb N)
  simp only [Polynomial.eval_finsetSum, eval_pow, eval_mul, eval_sub, hE, hd, zero_mul, mul_zero,
    sub_zero] at h
  -- the end site alone already contributes one to the sum of squares
  have hpos : 0 < ∑ n ∈ Finset.range (N + 1), (recPoly a b n).eval E ^ 2 :=
    Finset.sum_pos' (fun n _ => sq_nonneg _) ⟨0, by simp, by simp [recPoly]⟩
  exact hpos.ne' h

end

end RecursionChristoffelDarboux
```

```lean
#print axioms RecursionChristoffelDarboux.orthogonal_of_vanishing
-- 'RecursionChristoffelDarboux.orthogonal_of_vanishing' depends on axioms: [propext, Classical.choice, Quot.sound]
#print axioms RecursionChristoffelDarboux.energy_real_of_vanishing
-- 'RecursionChristoffelDarboux.energy_real_of_vanishing' depends on axioms: [propext, Classical.choice, Quot.sound]
#print axioms RecursionChristoffelDarboux.christoffel_darboux_confluent
-- 'RecursionChristoffelDarboux.christoffel_darboux_confluent' depends on axioms: [propext, Classical.choice, Quot.sound]
#print axioms RecursionChristoffelDarboux.recPoly_simple_zero
-- 'RecursionChristoffelDarboux.recPoly_simple_zero' depends on axioms: [propext, Classical.choice, Quot.sound]
```
